# Real orthogonal gates that map Pauli strings to multiples of Pauli strings preserve the parity of the number of Y letters

**Q:** When I estimate an energy in a trial state with real amplitudes, I discard every Pauli string with an odd number of Y letters, because its expectation value is zero. I then change basis with a circuit of Hadamard and CNOT gates, relabel the surviving strings, and don't run the filter again. How do I know that a second pass would find nothing to discard?

**A:** The circuit is a real orthogonal matrix $U$, and it sends each Pauli string to a multiple of a Pauli string. Under these two conditions an even string stays even and an odd one stays odd. The argument compares a matrix with its transpose.

Label a string on $n$ qubits by $v=(x,z)$, two bit vectors, so that qubit $i$ carries $1, Z, X, Y$ for $(x_i,z_i)=(0,0),(0,1),(1,0),(1,1)$. Call the string $P(v)$ and set $q(v)=\sum_i x_i z_i$ modulo 2. The product $x_i z_i$ is 1 only for a Y, so $q(v)$ is the number of Y letters modulo 2. Since $Y^T=-Y$ and the other three letters are symmetric,
$$P(v)^T=(-1)^{q(v)}P(v).$$

Now suppose $U P(v) U^T=c(v)\,P(Mv)$ for every $v$, where $c(v)$ is a number and $Mv$ is the new label. Transposing the left side gives
$$U P(v)^T U^T=(-1)^{q(v)}\,U P(v) U^T=(-1)^{q(v)}c(v)P(Mv),$$
and transposing the right side gives $(-1)^{q(Mv)}c(v)P(Mv)$. Hence
$$\left[(-1)^{q(v)}-(-1)^{q(Mv)}\right]c(v)P(Mv)=0.$$

The matrix $c(v)P(Mv)$ is not zero. If it were, then $P(v)=U^T\left(U P(v) U^T\right)U$ would vanish, and a Pauli string has nonzero entries. So the two signs agree, and $q(Mv)=q(v)$.

**Q:** I accept that. My doubt is about the Lean version. What is a qubit register there?

**A:** A finite type `ι` whose elements are the qubits. They need no ordering, and $n$ is the number of elements.

```lean
import Mathlib

open Matrix

namespace RealCliffordGates

noncomputable section

variable {ι : Type*} [Fintype ι] [DecidableEq ι]
```

A label is a pair of functions from the qubits to $\mathbb Z/2$. In Lean, `v.1` is $x$ and `v.2` is $z$.

```lean
/-- Labels (x, z) of Pauli strings: two bit vectors over the qubits. -/
abbrev Label (ι : Type*) := (ι → ZMod 2) × (ι → ZMod 2)
```

The sign $(-1)^t$ of a bit $t$ is a complex number, because it will multiply complex matrices.

```lean
/-- The sign (-1)^t of a bit t. -/
def sgn (t : ZMod 2) : ℂ := if t = 0 then 1 else -1
```

**Q:** Is Y the Hermitian matrix, or the real product $XZ$?

**A:** The Hermitian one, with entries $\mp i$. The four matrices are written out, so you can check the convention by eye.

```lean
/-- The one-qubit Pauli matrices: 1, Z, X, Y for (x, z) = (0,0), (0,1), (1,0), (1,1). -/
def letter (x z : ZMod 2) : Matrix (Fin 2) (Fin 2) ℂ :=
  if x = 0 then (if z = 0 then !![1, 0; 0, 1] else !![1, 0; 0, -1])
  else (if z = 0 then !![0, 1; 1, 0] else !![0, -Complex.I; Complex.I, 0])
```

**Q:** And the tensor product? I expected a $2^n\times 2^n$ array.

**A:** The rows and columns are indexed by bit assignments `ι → Fin 2`, of which there are $2^n$. The entry between assignments $a$ and $b$ is $\prod_i A_i(a_i,b_i)$, which is the usual Kronecker product without a chosen numbering of the basis states.

```lean
/-- The tensor product of one-qubit matrices, one for each qubit. -/
def tensor {R : Type*} [CommRing R] (A : ι → Matrix (Fin 2) (Fin 2) R) :
    Matrix (ι → Fin 2) (ι → Fin 2) R :=
  Matrix.of fun a b => ∏ i, A i (a i) (b i)
```

A Pauli string is this product applied to its letters.

```lean
/-- The Pauli string with label v. -/
def pauli (v : Label ι) : Matrix (ι → Fin 2) (ι → Fin 2) ℂ :=
  tensor fun i => letter (v.1 i) (v.2 i)
```

The quadratic form and the count of Y letters are defined separately, so their agreement modulo 2 has to be proved.

```lean
/-- The quadratic form q(x, z) = x · z over Z/2. -/
def form (v : Label ι) : ZMod 2 := ∑ i, v.1 i * v.2 i

/-- The number of Y letters in a Pauli string. -/
def yCount (v : Label ι) : ℕ := (Finset.univ.filter fun i => v.1 i = 1 ∧ v.2 i = 1).card
```

**Q:** How does a real gate act on complex matrices?

**A:** Its entries are read as complex numbers. The gate itself has the type of a real matrix, so reality is built into the statement. For such a matrix the transpose is also the adjoint, and $U P U^T$ is the ordinary conjugation $U P U^\dagger$.

```lean
/-- A real matrix regarded as a complex one. -/
def complexify {m : Type*} (R : Matrix m m ℝ) : Matrix m m ℂ := R.map Complex.ofRealHom
```

The last definition is the Hadamard gate, which will serve as an example.

```lean
/-- The one-qubit Hadamard gate. -/
def hadamard : Matrix (Fin 2) (Fin 2) ℝ := (√2)⁻¹ • !![1, 1; 1, -1]
```

**Q:** Which facts have to be in place before the main argument?

**A:** Several small ones. The first lets later proofs split a bit into its two values.

```lean
/-- A bit is 0 or 1. -/
theorem bit_cases : ∀ x : ZMod 2, x = 0 ∨ x = 1 := by decide
```

The next says that tensor products multiply qubit by qubit. In entries, the sum over intermediate basis states of a product over qubits becomes a product of one-qubit sums. Only the Hadamard example uses it.

```lean
/-- Tensor products are multiplied qubit by qubit. -/
theorem tensor_mul {R : Type*} [CommRing R] (A B : ι → Matrix (Fin 2) (Fin 2) R) :
    tensor A * tensor B = tensor fun i => A i * B i := by
  ext a b
  simp only [tensor, Matrix.mul_apply, Matrix.of_apply]
  rw [Finset.prod_univ_sum, Fintype.piFinset_univ]
  simp only [Finset.prod_mul_distrib]
```

The sign of a sum of bits is the product of their signs. The proof checks two bits by cases and then adds one qubit at a time.

```lean
/-- The sign of a sum of bits is the product of their signs. -/
theorem sgn_sum (f : ι → ZMod 2) : sgn (∑ i, f i) = ∏ i, sgn (f i) := by
  have hadd : ∀ s t : ZMod 2, sgn (s + t) = sgn s * sgn t := by
    intro s t
    have h1 : (1 : ZMod 2) + 1 = 0 := by decide
    rcases bit_cases s with rfl | rfl <;> rcases bit_cases t with rfl | rfl
    · simp [sgn]
    · simp [sgn]
    · simp [sgn]
    · rw [h1]; simp [sgn]
  induction (Finset.univ : Finset ι) using Finset.induction_on with
  | empty => simp [sgn]
  | insert a s ha ih => rw [Finset.sum_insert ha, Finset.prod_insert ha, hadd, ih]
```

With that, the transpose rule follows. The inner statement `hl` checks every entry of the four letters, which is where $Y^T=-Y$ enters. The rest multiplies these one-qubit identities over the register and uses `sgn_sum` to collect the signs into $(-1)^{q(v)}$.

```lean
/-- Transposing a Pauli string multiplies it by the sign (-1)^q. -/
theorem pauli_transpose (v : Label ι) : (pauli v)ᵀ = sgn (form v) • pauli v := by
  have hl : ∀ (x z : ZMod 2) (a b : Fin 2),
      letter x z b a = sgn (x * z) * letter x z a b := by
    intro x z a b
    rcases bit_cases x with rfl | rfl <;> rcases bit_cases z with rfl | rfl <;>
      fin_cases a <;> fin_cases b <;> simp [letter, sgn]
  ext a b
  simp only [pauli, tensor, form, Matrix.transpose_apply, Matrix.of_apply, Matrix.smul_apply,
    smul_eq_mul]
  rw [sgn_sum, ← Finset.prod_mul_distrib]
  exact Finset.prod_congr rfl fun i _ => hl _ _ _ _
```

Finally, $q(v)$ is compared with the Y count, one qubit at a time: the term $x_i z_i$ equals 1 when both bits are 1 and 0 otherwise.

```lean
omit [DecidableEq ι] in
/-- The quadratic form is the number of Y letters modulo 2. -/
theorem form_eq_yCount (v : Label ι) : form v = (yCount v : ZMod 2) := by
  unfold form yCount
  rw [Finset.card_filter, Nat.cast_sum]
  refine Finset.sum_congr rfl fun i _ => ?_
  rcases bit_cases (v.1 i) with h | h <;> rcases bit_cases (v.2 i) with k | k <;> simp [h, k]
```

**Q:** Now the theorem itself. Does it assume that $M$ is linear, or symplectic, or that $c(v)$ is a sign?

**A:** None of these. `M` is any function from labels to labels, and `c` is any complex-valued function. The hypotheses are `hU`, which says $U^TU=1$, and `h`, which says that every Pauli string goes to `c v` times the string labelled `M v`. That second hypothesis is the Clifford condition. It is a real restriction: a rotation by a generic angle is real and orthogonal but turns $X$ into a mixture of $X$ and $Z$.

That $c(v)$ is nonzero comes out of the proof. Squaring the conjugation relation by hand also gives $c(v)^2=1$, so the factor is a sign, though the theorem neither states nor needs this.

The conclusion has two parts for each `v`: $q(Mv)=q(v)$, and the Y counts of the two strings are congruent modulo 2.

```lean
/-- If a real orthogonal gate sends every Pauli string P(v) to a multiple of P(Mv), then M
preserves q(x, z) = x · z and the parity of the number of Y letters. -/
theorem real_clifford_preserves_form (U : Matrix (ι → Fin 2) (ι → Fin 2) ℝ) (hU : Uᵀ * U = 1)
    (M : Label ι → Label ι) (c : Label ι → ℂ)
    (h : ∀ v, complexify U * pauli v * (complexify U)ᵀ = c v • pauli (M v)) (v : Label ι) :
    form (M v) = form v ∧ yCount (M v) ≡ yCount v [MOD 2] := by
  have hV : (complexify U)ᵀ * complexify U = 1 := by
    unfold complexify
    rw [← Matrix.transpose_map, ← Matrix.map_mul, hU]
    exact Matrix.map_one _ (map_zero _) (map_one _)
  -- the image of a Pauli string is nonzero, since U is invertible
  have hne : c v • pauli (M v) ≠ 0 := by
    intro h0
    have hp : pauli v = 0 := by
      calc pauli v = ((complexify U)ᵀ * complexify U) * pauli v *
            ((complexify U)ᵀ * complexify U) := by rw [hV, one_mul, mul_one]
        _ = (complexify U)ᵀ * (complexify U * pauli v * (complexify U)ᵀ) * complexify U := by
            simp only [Matrix.mul_assoc]
        _ = 0 := by rw [h v, h0, mul_zero, zero_mul]
    have hl : ∀ x z : ZMod 2, ∃ a : Fin 2, letter x z a 0 ≠ 0 := by
      intro x z
      rcases bit_cases x with rfl | rfl <;> rcases bit_cases z with rfl | rfl
      · exact ⟨0, by simp [letter]⟩
      · exact ⟨0, by simp [letter]⟩
      · exact ⟨1, by simp [letter]⟩
      · exact ⟨1, by simp [letter]⟩
    choose a ha using fun i => hl (v.1 i) (v.2 i)
    exact (Finset.prod_ne_zero_iff.mpr fun i _ => ha i) (congrFun (congrFun hp a) 0)
  -- transpose the conjugation relation and compare signs
  have t := congrArg Matrix.transpose (h v)
  rw [Matrix.transpose_mul, Matrix.transpose_mul, Matrix.transpose_transpose, pauli_transpose,
    Matrix.transpose_smul, pauli_transpose, Matrix.smul_mul, Matrix.mul_smul,
    ← Matrix.mul_assoc, h v, smul_comm (c v)] at t
  have hs : sgn (form v) = sgn (form (M v)) := by
    have t' : (sgn (form v) - sgn (form (M v))) • (c v • pauli (M v)) = 0 := by
      rw [sub_smul, t, sub_self]
    exact sub_eq_zero.mp ((smul_eq_zero.mp t').resolve_right hne)
  have hq : form (M v) = form v := by
    rcases bit_cases (form v) with p | p <;> rcases bit_cases (form (M v)) with r | r <;>
      rw [p, r] at hs ⊢ <;> norm_num [sgn] at hs
  refine ⟨hq, (ZMod.natCast_eq_natCast_iff _ _ _).mp ?_⟩
  rw [← form_eq_yCount, ← form_eq_yCount, hq]
```

**Q:** Where do I find your steps in that proof?

**A:** They appear in nearly the same order, except that the nonvanishing comes first. `hV` carries orthogonality over to the complex version of the gate. `hne` is the statement $c(v)P(Mv)\neq0$. Its `calc` block recovers $P(v)$ by undoing the conjugation, and the lines after it exhibit a nonzero entry: each letter has one in its first column, and the product of these is an entry of the string.

Then `t` is the transposed conjugation relation, with both transposed Pauli strings replaced by signed ones. `t'` is the difference of signs multiplying a nonzero matrix, so the signs are equal, which is `hs`. Two bits with equal signs are equal, which gives `hq`, and `form_eq_yCount` turns this into the statement about Y letters.

**Q:** Why only the parity? Perhaps the number of Y letters is itself conserved.

**A:** It isn't. Take a CNOT, whose matrix is real. With the control written first, it sends $X\otimes Z$ to $-Y\otimes Y$, so the count goes from 0 to 2.

**Q:** And if the gate is complex?

**A:** Then the parity can change. The phase gate $S=\mathrm{diag}(1,i)$ satisfies $SXS^\dagger=Y$. It maps Pauli strings to multiples of Pauli strings, but it isn't real. Nor should you run the filter again after such a gate: the rotated state need not be real, so a string with an odd number of Y letters can have a nonzero expectation value. For example, $X$ has the value 1 in the real state $(|0\rangle+|1\rangle)/\sqrt2$. After $S$ it has become $Y$, which has the value 1 in the rotated state, and a second filter would wrongly discard it.

**Q:** What does the theorem say for the smallest registers?

**A:** With no qubits there is one basis state and one label, and the only string is the number 1, with no Y letters. The statement holds trivially.

One qubit is more informative. The only label with $q=1$ is that of $Y$, so every gate covered by the theorem sends $Y$ to a multiple of itself. You can see the multiple directly: for a real orthogonal $2\times2$ matrix, $U Y U^T=\det(U)\,Y$. The Hadamard gate has determinant $-1$ and reverses the sign of $Y$.

**Q:** Is there a gate in the file that meets the hypotheses and does something other than leave every string alone?

**A:** Yes, for any register with at least one qubit: a Hadamard gate on every qubit. On one qubit, with $H$ the Hadamard matrix, $HXH^T=Z$, $HZH^T=X$ and $HYH^T=-Y$. Multiplying over the qubits gives
$$H^{\otimes n}P(x,z)\,(H^{\otimes n})^T=(-1)^{q(x,z)}P(z,x).$$
So $M$ exchanges the two bit vectors, and $x\cdot z=z\cdot x$ shows the invariance at a glance.

```lean
/-- The Hadamard gate on every qubit is real orthogonal and sends P(x, z) to
(-1)^q(x, z) P(z, x). -/
theorem real_clifford_witness :
    (tensor fun _ : ι => hadamard)ᵀ * (tensor fun _ : ι => hadamard) = 1 ∧
    ∀ v : Label ι, complexify (tensor fun _ : ι => hadamard) * pauli v *
      (complexify (tensor fun _ : ι => hadamard))ᵀ = sgn (form v) • pauli (v.2, v.1) := by
  have hr : (√2)⁻¹ * (√2)⁻¹ = (1 / 2 : ℝ) := by
    rw [← mul_inv, Real.mul_self_sqrt (by norm_num)]
    norm_num
  constructor
  · have hh : hadamardᵀ * hadamard = 1 := by
      unfold hadamard
      rw [Matrix.transpose_smul, Matrix.smul_mul, Matrix.mul_smul, smul_smul, hr]
      ext i j
      fin_cases i <;> fin_cases j <;> norm_num [Matrix.mul_apply, Fin.sum_univ_succ]
    change (tensor fun _ : ι => hadamardᵀ) * (tensor fun _ : ι => hadamard) = 1
    rw [tensor_mul, hh]
    ext a b
    by_cases hab : a = b
    · subst hab; simp [tensor]
    · rw [Matrix.one_apply_ne hab]
      obtain ⟨i, hi⟩ := Function.ne_iff.mp hab
      exact Finset.prod_eq_zero (Finset.mem_univ i) (Matrix.one_apply_ne hi)
  · intro v
    have hc : complexify (tensor fun _ : ι => hadamard) =
        tensor fun _ : ι => complexify hadamard := by
      ext a b
      simp [complexify, tensor]
    have hH : complexify hadamard = (((√2)⁻¹ : ℝ) : ℂ) • !![1, 1; 1, -1] := by
      ext i j
      fin_cases i <;> fin_cases j <;> simp [complexify, hadamard]
    have hrc : (((√2)⁻¹ : ℝ) : ℂ) * (((√2)⁻¹ : ℝ) : ℂ) = 1 / 2 := by
      rw [← Complex.ofReal_mul, hr]
      norm_num
    have ht : (!![1, 1; 1, -1] : Matrix (Fin 2) (Fin 2) ℂ)ᵀ = !![1, 1; 1, -1] := by
      ext i j
      fin_cases i <;> fin_cases j <;> rfl
    -- the one-qubit rule: X and Z are exchanged, Y changes sign
    have hl : ∀ x z : ZMod 2, complexify hadamard * letter x z * (complexify hadamard)ᵀ =
        sgn (x * z) • letter z x := by
      intro x z
      rw [hH, Matrix.transpose_smul, Matrix.smul_mul, Matrix.smul_mul, Matrix.mul_smul,
        smul_smul, hrc, ht]
      ext i j
      rcases bit_cases x with rfl | rfl <;> rcases bit_cases z with rfl | rfl <;>
        fin_cases i <;> fin_cases j <;>
        simp [letter, sgn] <;> ring
    rw [hc]
    change tensor _ * tensor _ * (tensor fun _ : ι => (complexify hadamard)ᵀ) = _
    rw [tensor_mul, tensor_mul]
    simp only [hl]
    ext a b
    simp only [pauli, tensor, form, Matrix.of_apply, Matrix.smul_apply, smul_eq_mul]
    rw [sgn_sum, Finset.prod_mul_distrib]

end

end RealCliffordGates
```

The first half of the proof checks $H^TH=1$ on one qubit and lifts it to the register. An off-diagonal entry of the product vanishes because two different basis states differ on some qubit, and that qubit contributes a zero factor. In the second half, `hl` is the one-qubit rule, checked entry by entry. `tensor_mul` applies it to all qubits at once, and `sgn_sum` gathers the signs.

```lean
#print axioms RealCliffordGates.real_clifford_preserves_form
```

```
'RealCliffordGates.real_clifford_preserves_form' depends on axioms: [propext, Classical.choice, Quot.sound]
```

**Q:** Then what may I carry back to my energy calculation?

**A:** For a finite register and an exactly real Clifford circuit, the split of your Hamiltonian's strings into even and odd Y count survives the basis change. The filter saves work only if the Hamiltonian has odd strings at all: one whose matrix is real has none, because it equals its own transpose, and then there is nothing to discard before or after the circuit. The expectation value that you set to zero rests on the same transpose rule: if $\psi$ is a real vector and $P^T=-P$, then $\psi^TP\psi=(\psi^TP\psi)^T=-\psi^TP\psi$, so it vanishes. The rotated state $U\psi$ is again real, so the filter is still valid after the circuit, and by the theorem it makes the same selection there as before.

**Q:** Could I use it the other way round, and conclude from an unchanged parity that my circuit is real?

**A:** Not from this theorem. It starts from a real gate and ends with the invariance of $q$. It also doesn't compute $M$ for a given circuit; you still need the relabelling rules of your gates. What it gives you is a check on them: if a real Clifford circuit appears to turn an even string into an odd one, there is a mistake in the relabelling.
